# The square of the kappa operator: $(\sigma\cdot L+1)^2=J^2+\tfrac14$

## Physical setting

Let $A$ be an associative algebra over $\mathbb C$ with unit $1$, and write $[a,b]=ab-ba$. Units are such that $\hbar=1$. Cartesian components carry the indices $0,1,2$, as in the Lean code. A triple $L=(L_0,L_1,L_2)$ in $A$ is an angular momentum if

$$[L_0,L_1]=iL_2,\qquad [L_1,L_2]=iL_0,\qquad [L_2,L_0]=iL_1 .$$

A triple $\sigma$ is a Pauli triple if $\sigma_m^2=1$ for each index $m$ and

$$\sigma_0\sigma_1=i\sigma_2,\qquad \sigma_1\sigma_2=i\sigma_0,\qquad \sigma_2\sigma_0=i\sigma_1 .$$

Every $\sigma_m$ is assumed to commute with every $L_n$. For triples $a,b$ put $a\cdot b=\sum_m a_mb_m$, with the factors in this order. Define

$$J_m=L_m+\tfrac12\sigma_m,\qquad J^2=J\cdot J,\qquad L^2=L\cdot L,\qquad K=\sigma\cdot L+1 ,$$

and, for a further element $\beta\in A$, Dirac's form $\beta K$.

In relativistic atomic structure the spin-angular functions of one electron in a central field are labelled by the eigenvalue of $K$ (customarily with the opposite sign) together with the eigenvalue of one component of $J$; the identities below concern the angular algebra of that single particle and contain no Hamiltonian.

## Statement

Under these relations:

1. $J$ is again an angular momentum.
2. $K^2=J^2+\tfrac14$.
3. $[K,J_k]=0$ for $k=0,1,2$.
4. If $A$ acts on a complex vector space $M$ and a state $\psi\neq0$ in $M$ has $K\psi=\kappa\psi$ and $J^2\psi=j(j+1)\psi$ for complex numbers $\kappa$ and $j$, then $\kappa=j+\tfrac12$ or $\kappa=-(j+\tfrac12)$.
5. If $\beta^2=1$ and $\beta$ commutes with every $\sigma_m$ and $L_m$, then $(\beta K)^2=J^2+\tfrac14$ and $[\beta K,J_k]=0$.
6. There are explicit matrices that obey all these relations with $L_2\neq0$ and $\beta\neq\pm1$.

## Derivation

*Reversed Pauli products.* Multiply $\sigma_1\sigma_2=i\sigma_0$ from the left by $\sigma_1$. Since $\sigma_1^2=1$, this gives $\sigma_2=i\sigma_1\sigma_0$, and multiplying by $-i$ gives $\sigma_1\sigma_0=-i\sigma_2$. In the same way $\sigma_2\sigma_1=-i\sigma_0$ and $\sigma_0\sigma_2=-i\sigma_1$. Distinct components therefore anticommute, and $[\sigma_0,\sigma_1]=2i\sigma_2$ cyclically.

*$J$ is an angular momentum.* The mixed commutators vanish, so $[J_0,J_1]=[L_0,L_1]+\tfrac14[\sigma_0,\sigma_1]=iL_2+\tfrac i2\sigma_2=iJ_2$, and cyclically.

*The square.* Because $\sigma$ commutes with $L$, $(\sigma\cdot L)^2=\sum_{m,n}\sigma_m\sigma_nL_mL_n$. The diagonal terms sum to $L^2$. The pair $(m,n)=(0,1),(1,0)$ contributes

$$\sigma_0\sigma_1L_0L_1+\sigma_1\sigma_0L_1L_0=i\sigma_2\,[L_0,L_1]=i\cdot i\,\sigma_2L_2=-\sigma_2L_2 ,$$

and the other two pairs give $-\sigma_0L_0$ and $-\sigma_1L_1$. Hence $(\sigma\cdot L)^2=L^2-\sigma\cdot L$, and

$$K^2=(\sigma\cdot L)^2+2\,\sigma\cdot L+1=L^2+\sigma\cdot L+1 .$$

On the other side,

$$J^2=\sum_m\Big(L_m^2+\tfrac12L_m\sigma_m+\tfrac12\sigma_mL_m+\tfrac14\sigma_m^2\Big)=L^2+\sigma\cdot L+\tfrac34 .$$

The two expressions differ by $\tfrac14$.

An easy mistake is to carry over $(\sigma\cdot a)^2=a\cdot a$, which holds when the components of $a$ commute with one another and with $\sigma$. Applied to $L$ it loses the term $-\sigma\cdot L$ and produces $L^2+2\,\sigma\cdot L+1$, which exceeds the correct $K^2$ by $\sigma\cdot L$.

*Commutation with $J$.* For $k=0$,

$$[\sigma\cdot L,L_0]=\sigma_1[L_1,L_0]+\sigma_2[L_2,L_0]=-i\sigma_1L_2+i\sigma_2L_1 ,$$

$$[\sigma\cdot L,\tfrac12\sigma_0]=\tfrac12[\sigma_1,\sigma_0]L_1+\tfrac12[\sigma_2,\sigma_0]L_2=-i\sigma_2L_1+i\sigma_1L_2 .$$

The sum is zero, and $k=1,2$ follow by cyclic relabelling.

*Eigenvalues.* Apply $K^2=J^2+\tfrac14$ to $\psi$. The left side is $K(\kappa\psi)=\kappa^2\psi$ and the right side is $\big(j(j+1)+\tfrac14\big)\psi=(j+\tfrac12)^2\psi$. Since $\psi\neq0$, the numbers agree: $\big(\kappa-(j+\tfrac12)\big)\big(\kappa+(j+\tfrac12)\big)=0$.

*Dirac's form.* The element $\beta$ commutes with each $\sigma_mL_m$, hence with $K$, and with each $J_k$. Then $(\beta K)^2=\beta K\beta K=\beta^2K^2=K^2$ and $\beta KJ_k=\beta J_kK=J_k\beta K$.

*In a calculation.* From the formula for $J^2$, $K=J^2-L^2+\tfrac14$. On a state with $L^2=l(l+1)$ and $J^2=j(j+1)$ this equals $l+1$ for $j=l+\tfrac12$ and $-l$ for $j=l-\tfrac12$. The usual atomic quantum number is minus this eigenvalue, $\kappa_{\rm at}=-\kappa$, so $p_{3/2}$ has $\kappa_{\rm at}=-2$ and $p_{1/2}$ has $\kappa_{\rm at}=+1$. A radial program can store this one integer per subshell and recover $j=|\kappa_{\rm at}|-\tfrac12$, with $l=\kappa_{\rm at}$ for positive and $l=-\kappa_{\rm at}-1$ for negative values. For a four-component Dirac orbital in the standard representation this $l$ is that of the upper component; the angular function of the lower component belongs to $-\kappa_{\rm at}$ and has a different $l$.

## What the formal version assumes

The algebra is a type `A` with `[Ring A] [Algebra ℂ A]`; no dimension and no representation is fixed. Triples are functions `Fin 3 → A`, the imaginary unit is `I`, and `I • L 2` is the scalar multiple $iL_2$. The structure `IsAngMom` holds the three commutators, and `IsPauli` holds the squares and the three cyclic products. Anticommutation is derived in `IsPauli.rev` and is not a hypothesis. The hypothesis `hc` says $\sigma_mL_n=L_n\sigma_m$ for all index pairs. The definitions `dot`, `totalJ`, `kappa` and `diracK` are $a\cdot b$, $J$, $K$ and $\beta K$; $J^2$ is written `dot (totalJ L σ) (totalJ L σ)`, and the constant $\tfrac14$ is `(1 / 4 : ℂ) • (1 : A)`. Statements 1 to 6 are `isAngMom_totalJ`, `kappa_sq`, `kappa_comm_totalJ`, `kappa_eigenvalue`, `diracK_sq_and_comm` and `kappa_witness`.

There is no adjoint and no inner product, so nothing is assumed Hermitian. $L$ need not be orbital: any triple with the commutators qualifies, including $L=0$, where $K=1$ and $J^2=\tfrac34$.

In `kappa_eigenvalue` the states form a space `M` that is a module over both $\mathbb C$ and $A$, and `IsScalarTower ℂ A M` makes the two actions compatible: $(ca)\psi=c(a\psi)$ for $c\in\mathbb C$ and $a\in A$. Every element of $A$ acts on all of $M$, so domains of unbounded operators do not arise. The common eigenvector is assumed through `hK` and `hJ`, and no normalisation is needed beyond `ψ ≠ 0`. The numbers $\kappa$ and $j$ are arbitrary complex numbers; the theorem does not quantise $j$, does not select the sign, and concerns $K$, not $\beta K$.

In the four-component theory $\sigma$ stands for the block-diagonal spin matrices, which commute with $\beta$. The hypotheses `hβ`, `hβσ` and `hβL` also admit $\beta=1$. The file has no $\alpha$ matrices, momentum or potential, so the conservation of $\beta K$ under the Dirac Hamiltonian is not among its statements.

The example uses `Block × Block`, pairs of $6\times6$ matrices on $\mathbb C^3\otimes\mathbb C^2$ multiplied component by component, read as an upper and a lower block. Both blocks of `LW` are the generators $(L_k)_{ab}=-i\varepsilon_{kab}$, with $\varepsilon$ the Levi-Civita symbol, tensored with the unit matrix. Both blocks of `sigmaW` are the unit matrix tensored with the Pauli matrices, and `betaW` is $(1,-1)$.

To see what `hc` does, take the $2\times2$ Pauli matrices and $L=\tfrac12\sigma$. Both structures hold, but $\sigma_0$ does not commute with $L_1$. Then $\sigma\cdot L=\tfrac32$, so $K^2=\tfrac{25}4$, while $J=\sigma$ gives $J^2+\tfrac14=\tfrac{13}4$. This counter-example and the assignment of $\kappa$ to $l$ are arithmetic done on paper and are not theorems of the file.

## The file

```lean
import Mathlib

open Complex
open scoped Kronecker

namespace KappaOperator

noncomputable section

variable {A : Type*} [Ring A] [Algebra ℂ A]

/-- Angular momentum commutation relations `[L₀, L₁] = i L₂` and cyclic. -/
structure IsAngMom (L : Fin 3 → A) : Prop where
  c01 : L 0 * L 1 - L 1 * L 0 = I • L 2
  c12 : L 1 * L 2 - L 2 * L 1 = I • L 0
  c20 : L 2 * L 0 - L 0 * L 2 = I • L 1

/-- Pauli relations: `σᵢ² = 1` and `σ₀ σ₁ = i σ₂` cyclically. -/
structure IsPauli (σ : Fin 3 → A) : Prop where
  sq_one : ∀ i, σ i * σ i = 1
  m01 : σ 0 * σ 1 = I • σ 2
  m12 : σ 1 * σ 2 = I • σ 0
  m20 : σ 2 * σ 0 = I • σ 1

/-- The scalar product `a·b = ∑ᵢ aᵢ bᵢ` of two operator triples. -/
def dot (a b : Fin 3 → A) : A := ∑ i, a i * b i

/-- The total angular momentum `J = L + σ/2`. -/
def totalJ (L σ : Fin 3 → A) (i : Fin 3) : A := L i + (1 / 2 : ℂ) • σ i

/-- The kappa operator `K = σ·L + 1`. -/
def kappa (σ L : Fin 3 → A) : A := dot σ L + 1

/-- The Dirac form `β (σ·L + 1)` of the kappa operator. -/
def diracK (β : A) (σ L : Fin 3 → A) : A := β * kappa σ L

variable {L σ : Fin 3 → A}

/-- Products of Pauli elements in anticyclic order: `σ₁ σ₀ = -i σ₂` and cyclic. -/
theorem IsPauli.rev (h : IsPauli σ) :
    σ 1 * σ 0 = -(I • σ 2) ∧ σ 2 * σ 1 = -(I • σ 0) ∧ σ 0 * σ 2 = -(I • σ 1) := by
  have key : ∀ a b c : A, a * a = 1 → a * c = I • b → a * b = -(I • c) := by
    intro a b c h1 h2
    -- multiply `a c = i b` by `a` from the left
    have h3 : c = I • (a * b) := by
      rw [← mul_smul_comm, ← h2, ← mul_assoc, h1, one_mul]
    rw [h3, smul_smul, I_mul_I, neg_smul, one_smul, neg_neg]
  exact ⟨key _ _ _ (h.sq_one 1) h.m12, key _ _ _ (h.sq_one 2) h.m20,
    key _ _ _ (h.sq_one 0) h.m01⟩

/-- Reordering of two angular momentum components standing in front of any operator `x`. -/
theorem IsAngMom.reorder (h : IsAngMom L) :
    (∀ x, L 1 * (L 0 * x) = L 0 * (L 1 * x) - I • (L 2 * x)) ∧
    (∀ x, L 2 * (L 1 * x) = L 1 * (L 2 * x) - I • (L 0 * x)) ∧
    (∀ x, L 2 * (L 0 * x) = L 0 * (L 2 * x) + I • (L 1 * x)) := by
  have key : ∀ a b c x : A, a * b - b * a = I • c →
      b * (a * x) = a * (b * x) - I • (c * x) := by
    intro a b c x h1
    rw [← smul_mul_assoc, ← h1]
    noncomm_ring
  refine ⟨fun x => key _ _ _ x h.c01, fun x => key _ _ _ x h.c12, fun x => ?_⟩
  rw [key _ _ _ x h.c20]
  abel

/-- `J = L + σ/2` obeys the angular momentum commutation relations. -/
theorem isAngMom_totalJ (hL : IsAngMom L) (hσ : IsPauli σ)
    (hc : ∀ i j, σ i * L j = L j * σ i) : IsAngMom (totalJ L σ) := by
  obtain ⟨r10, r21, r02⟩ := hσ.rev
  constructor <;>
    simp only [totalJ, mul_add, add_mul, smul_mul_assoc, mul_smul_comm, hc,
      eq_add_of_sub_eq hL.c01, eq_add_of_sub_eq hL.c12, eq_add_of_sub_eq hL.c20,
      hσ.m01, hσ.m12, hσ.m20, r10, r21, r02] <;>
    module

/-- The square of the kappa operator: `(σ·L + 1)² = J² + 1/4` with `J = L + σ/2`. -/
theorem kappa_sq (hL : IsAngMom L) (hσ : IsPauli σ) (hc : ∀ i j, σ i * L j = L j * σ i) :
    kappa σ L ^ 2 = dot (totalJ L σ) (totalJ L σ) + (1 / 4 : ℂ) • (1 : A) := by
  obtain ⟨r10, r21, r02⟩ := hσ.rev
  obtain ⟨l10, l21, l20⟩ := hL.reorder
  have hc' : ∀ i j x, σ i * (L j * x) = L j * (σ i * x) := fun i j x => by
    rw [← mul_assoc, hc, mul_assoc]
  have hI := I_mul_I
  -- move every σ to the right, order the L's, reduce the Pauli products
  simp only [kappa, dot, totalJ, Fin.sum_univ_three, pow_two, mul_add, add_mul,
    mul_neg, mul_assoc, mul_one, one_mul, smul_mul_assoc, mul_smul_comm, hc, hc',
    l10, l21, l20, hσ.sq_one, hσ.m01, hσ.m12, hσ.m20, r10, r21, r02]
  -- compare coefficients, using i² = -1
  match_scalars <;> first | ring1 | grind

/-- The kappa operator commutes with every component of `J`. -/
theorem kappa_comm_totalJ (hL : IsAngMom L) (hσ : IsPauli σ)
    (hc : ∀ i j, σ i * L j = L j * σ i) (k : Fin 3) :
    kappa σ L * totalJ L σ k = totalJ L σ k * kappa σ L := by
  obtain ⟨r10, r21, r02⟩ := hσ.rev
  obtain ⟨l10, l21, l20⟩ := hL.reorder
  have hc' : ∀ i j x, σ i * (L j * x) = L j * (σ i * x) := fun i j x => by
    rw [← mul_assoc, hc, mul_assoc]
  -- the commutator with `L k` cancels against the commutator with `σ k / 2`
  obtain rfl | rfl | rfl : k = 0 ∨ k = 1 ∨ k = 2 := by fin_cases k <;> simp
  all_goals
    simp only [kappa, dot, totalJ, Fin.sum_univ_three, mul_add, add_mul,
      mul_neg, mul_assoc, mul_one, one_mul, smul_mul_assoc, mul_smul_comm, hc, hc',
      l10, l21, l20, hσ.sq_one, hσ.m01, hσ.m12, hσ.m20, r10, r21, r02]
    module

/-- On a nonzero state with `K ψ = κ ψ` and `J² ψ = j (j + 1) ψ` one has `κ = ±(j + 1/2)`. -/
theorem kappa_eigenvalue {M : Type*} [AddCommGroup M] [Module ℂ M] [Module A M]
    [IsScalarTower ℂ A M] (hL : IsAngMom L) (hσ : IsPauli σ)
    (hc : ∀ i j, σ i * L j = L j * σ i) {ψ : M} (hψ : ψ ≠ 0) {κ j : ℂ}
    (hK : kappa σ L • ψ = κ • ψ)
    (hJ : dot (totalJ L σ) (totalJ L σ) • ψ = (j * (j + 1)) • ψ) :
    κ = j + 1 / 2 ∨ κ = -(j + 1 / 2) := by
  have h : (kappa σ L ^ 2) • ψ
      = (dot (totalJ L σ) (totalJ L σ) + (1 / 4 : ℂ) • (1 : A)) • ψ := by
    rw [kappa_sq hL hσ hc]
  rw [pow_two, mul_smul, hK, smul_comm (kappa σ L) κ ψ, hK, add_smul, hJ, smul_assoc,
    one_smul A] at h
  have h2 : (κ * κ - (j * (j + 1) + 1 / 4)) • ψ = 0 := by
    linear_combination (norm := module) h
  have h3 := (smul_eq_zero.mp h2).resolve_right hψ
  -- j (j + 1) + 1/4 = (j + 1/2)²
  have h4 : (κ - (j + 1 / 2)) * (κ + (j + 1 / 2)) = 0 := by linear_combination h3
  rcases mul_eq_zero.mp h4 with h5 | h5
  · left
    linear_combination h5
  · right
    linear_combination h5

/-- If `β² = 1` and `β` commutes with `σ` and `L`, then `β (σ·L + 1)` has square `J² + 1/4`
and commutes with every component of `J`. -/
theorem diracK_sq_and_comm (hL : IsAngMom L) (hσ : IsPauli σ)
    (hc : ∀ i j, σ i * L j = L j * σ i) {β : A} (hβ : β * β = 1)
    (hβσ : ∀ i, β * σ i = σ i * β) (hβL : ∀ i, β * L i = L i * β) :
    diracK β σ L ^ 2 = dot (totalJ L σ) (totalJ L σ) + (1 / 4 : ℂ) • (1 : A) ∧
    ∀ k, diracK β σ L * totalJ L σ k = totalJ L σ k * diracK β σ L := by
  have t : ∀ i, β * (σ i * L i) = σ i * L i * β := fun i => by
    rw [← mul_assoc, hβσ, mul_assoc, hβL, mul_assoc]
  have hK : β * kappa σ L = kappa σ L * β := by
    simp only [kappa, dot, Fin.sum_univ_three, mul_add, add_mul, mul_one, one_mul, t]
  have hJ : ∀ k, β * totalJ L σ k = totalJ L σ k * β := fun k => by
    simp only [totalJ, mul_add, add_mul, mul_smul_comm, smul_mul_assoc, hβL, hβσ]
  refine ⟨?_, fun k => ?_⟩
  · rw [diracK, pow_two, ← kappa_sq hL hσ hc, pow_two]
    calc β * kappa σ L * (β * kappa σ L) = β * (kappa σ L * β) * kappa σ L := by
          simp only [mul_assoc]
      _ = β * (β * kappa σ L) * kappa σ L := by rw [hK]
      _ = β * β * (kappa σ L * kappa σ L) := by simp only [mul_assoc]
      _ = kappa σ L * kappa σ L := by rw [hβ, one_mul]
  · rw [diracK, mul_assoc, kappa_comm_totalJ hL hσ hc, ← mul_assoc, hJ, mul_assoc]

/-- The three Pauli matrices. -/
def pauli : Fin 3 → Matrix (Fin 2) (Fin 2) ℂ :=
  ![!![0, 1; 1, 0], !![0, -I; I, 0], !![1, 0; 0, -1]]

/-- The `3 × 3` rotation generators `(L_k)_{ab} = -i ε_{kab}`. -/
def lmat : Fin 3 → Matrix (Fin 3) (Fin 3) ℂ :=
  ![!![0, 0, 0; 0, 0, -I; 0, I, 0], !![0, 0, I; 0, 0, 0; -I, 0, 0],
    !![0, -I, 0; I, 0, 0; 0, 0, 0]]

/-- Matrices on the orbital ⊗ spin space `ℂ³ ⊗ ℂ²`. -/
abbrev Block := Matrix (Fin 3 × Fin 2) (Fin 3 × Fin 2) ℂ

/-- The generators `L_k ⊗ 1`, acting alike in an upper and a lower block. -/
def LW (i : Fin 3) : Block × Block :=
  (lmat i ⊗ₖ (1 : Matrix (Fin 2) (Fin 2) ℂ), lmat i ⊗ₖ (1 : Matrix (Fin 2) (Fin 2) ℂ))

/-- The matrices `1 ⊗ σ_k`, acting alike in an upper and a lower block. -/
def sigmaW (i : Fin 3) : Block × Block :=
  ((1 : Matrix (Fin 3) (Fin 3) ℂ) ⊗ₖ pauli i, (1 : Matrix (Fin 3) (Fin 3) ℂ) ⊗ₖ pauli i)

/-- The element equal to `+1` in the upper block and `-1` in the lower block. -/
def betaW : Block × Block := (1, -1)

/-- The block matrices `LW`, `sigmaW`, `betaW` meet all the algebraic relations used above,
with `L₂ ≠ 0` and `β ≠ ±1`. -/
theorem kappa_witness :
    IsAngMom LW ∧ IsPauli sigmaW ∧ (∀ i j, sigmaW i * LW j = LW j * sigmaW i) ∧
    betaW * betaW = 1 ∧ (∀ i, betaW * sigmaW i = sigmaW i * betaW) ∧
    (∀ i, betaW * LW i = LW i * betaW) ∧ LW 2 ≠ 0 ∧ betaW ≠ 1 ∧ betaW ≠ -1 := by
  have hl : IsAngMom lmat := by
    constructor <;> ext a b <;> fin_cases a <;> fin_cases b <;>
      simp [lmat]
  have hp : IsPauli pauli := by
    refine ⟨fun i => ?_, ?_, ?_, ?_⟩
    · fin_cases i <;> ext a b <;> fin_cases a <;> fin_cases b <;>
        simp [pauli, Matrix.mul_apply, Fin.sum_univ_succ]
    all_goals
      ext a b
      fin_cases a <;> fin_cases b <;> simp [pauli, Matrix.mul_apply, Fin.sum_univ_succ]
  -- the relations pass to the tensor product
  have kl : ∀ a b c : Fin 3, lmat a * lmat b - lmat b * lmat a = I • lmat c →
      (LW a).1 * (LW b).1 - (LW b).1 * (LW a).1 = I • (LW c).1 := by
    intro a b c h
    simp only [LW, ← Matrix.mul_kronecker_mul, Matrix.mul_one]
    rw [eq_add_of_sub_eq h, Matrix.add_kronecker, Matrix.smul_kronecker, add_sub_cancel_right]
  have kp : ∀ a b c : Fin 3, pauli a * pauli b = I • pauli c →
      (sigmaW a).1 * (sigmaW b).1 = I • (sigmaW c).1 := by
    intro a b c h
    simp only [sigmaW, ← Matrix.mul_kronecker_mul, Matrix.mul_one, h, Matrix.kronecker_smul]
  have ks : ∀ a, (sigmaW a).1 * (sigmaW a).1 = 1 := fun a => by
    simp only [sigmaW, ← Matrix.mul_kronecker_mul, Matrix.mul_one, hp.sq_one a,
      Matrix.one_kronecker_one]
  have kc : ∀ a b, (sigmaW a).1 * (LW b).1 = (LW b).1 * (sigmaW a).1 := fun a b => by
    simp only [sigmaW, LW, ← Matrix.mul_kronecker_mul, Matrix.mul_one, Matrix.one_mul]
  refine ⟨⟨Prod.ext (kl _ _ _ hl.c01) (kl _ _ _ hl.c01),
      Prod.ext (kl _ _ _ hl.c12) (kl _ _ _ hl.c12), Prod.ext (kl _ _ _ hl.c20) (kl _ _ _ hl.c20)⟩,
    ⟨fun i => Prod.ext (ks i) (ks i), Prod.ext (kp _ _ _ hp.m01) (kp _ _ _ hp.m01),
      Prod.ext (kp _ _ _ hp.m12) (kp _ _ _ hp.m12), Prod.ext (kp _ _ _ hp.m20) (kp _ _ _ hp.m20)⟩,
    fun i j => Prod.ext (kc i j) (kc i j), Prod.ext (by simp [betaW]) (by simp [betaW]),
    fun i => Prod.ext (by simp [betaW]) (by simp [betaW]),
    fun i => Prod.ext (by simp [betaW]) (by simp [betaW]), fun h => ?_, fun h => ?_, fun h => ?_⟩
  · have h1 := congrFun (congrFun (congrArg Prod.fst h) (0, 0)) (1, 0)
    simp [LW, lmat] at h1
  · have h1 := congrFun (congrFun (congrArg Prod.snd h) (0, 0)) (0, 0)
    norm_num [betaW] at h1
  · have h1 := congrFun (congrFun (congrArg Prod.fst h) (0, 0)) (0, 0)
    norm_num [betaW] at h1

end

end KappaOperator
```

```lean
#print axioms KappaOperator.isAngMom_totalJ
#print axioms KappaOperator.kappa_sq
#print axioms KappaOperator.kappa_eigenvalue
#print axioms KappaOperator.diracK_sq_and_comm
```

```
'KappaOperator.isAngMom_totalJ' depends on axioms: [propext, Classical.choice, Quot.sound]
'KappaOperator.kappa_sq' depends on axioms: [propext, Classical.choice, Quot.sound]
'KappaOperator.kappa_eigenvalue' depends on axioms: [propext, Classical.choice, Quot.sound]
'KappaOperator.diracK_sq_and_comm' depends on axioms: [propext, Classical.choice, Quot.sound]
```

## Notes on the proof

`IsPauli.rev` proves one implication `key` for arbitrary $a,b,c$: from $a^2=1$ and $ac=ib$ follows $ab=-ic$. The step `h3` is the multiplication from the left by $a$, and `I_mul_I` supplies $i^2=-1$. Three instances give the three reversed products.

`IsAngMom.reorder` turns the commutators into rules that move the lower index to the left, for example $L_1L_0x=L_0L_1x-iL_2x$ for any $x$. Its `key` substitutes the commutator for $ic$ and lets `noncomm_ring` check the remaining ring identity. The third rule comes from `c20` read in the opposite direction, which accounts for its plus sign.

`isAngMom_totalJ` expands each commutator, moves $\sigma$ past $L$ with `hc`, replaces $L_0L_1$ by $iL_2+L_1L_0$ (and cyclically) through `eq_add_of_sub_eq`, reduces the Pauli products, and closes the linear identity with `module`.

`kappa_sq` does not pass through $(\sigma\cdot L)^2=L^2-\sigma\cdot L$ as a separate statement. It brings both sides to a normal form in one `simp only`. The sums are written out by `Fin.sum_univ_three`, every $\sigma$ moves to the right by `hc` and `hc'`, the $L$'s are ordered by `l10`, `l21`, `l20`, and adjacent Pauli factors are reduced. The term $\sigma_1L_1\sigma_0L_0$ becomes $-i\,(L_0L_1\sigma_2-iL_2\sigma_2)$, and $\sigma_0L_0\sigma_1L_1$ becomes $iL_0L_1\sigma_2$; their sum is the pair computed by hand. Then `match_scalars` treats the ordered monomials as independent vectors and leaves one equation in $\mathbb C$ per monomial. Those that are polynomial identities fall to `ring1`, and those that need $i^2=-1$ fall to `grind` with `hI` in the context.

The technique carries over to other operator identities. After `mul_assoc` every product is nested to the right, as in `σ i * (L j * x)`, so a rule for the bare product `σ i * L j` matches only the last two factors. Stating each exchange rule a second time with a trailing variable, as `hc'` does, lets `simp only` apply it anywhere in a word. The result is a linear problem for `module` or `match_scalars`.

`kappa_comm_totalJ` splits on $k$ and uses the same normal form. Only first powers of $i$ occur, as in the two commutators above, so `module` finishes each case.

`kappa_eigenvalue` applies `kappa_sq` to $\psi$, uses `hK` twice with `smul_comm` in between to move $\kappa$ past $K$, and uses `hJ` once. The step `h2` collects the result into one scalar times $\psi$, `smul_eq_zero` with `hψ` removes the vector, and `h4` is the factorisation.

`diracK_sq_and_comm` follows the hand argument: `t`, `hK` and `hJ` are the commutations of $\beta$ with $\sigma_mL_m$, $K$ and $J_k$, and the `calc` block is $\beta K\beta K=\beta^2K^2=K^2$.

`kappa_witness` checks the relations for `lmat` and `pauli` entry by entry. It lifts them to the tensor product with the mixed-product rule `Matrix.mul_kronecker_mul` and to pairs with `Prod.ext`. Each inequality is settled by one matrix entry: the entry of $L_2$ in the upper block at row $(0,0)$ and column $(1,0)$ is $-i$, and the first diagonal entry of $\beta$ is $-1$ in the lower block and $+1$ in the upper block.
